# With jump rate k each way on an N-site ring, the average of cos(2πmj/N) decays at rate 2k(1 − cos(2πm/N))

A methyl group in a solid can hop between three equivalent orientations, while another group may turn about its axis in many small steps. NMR relaxation senses such motion through functions of the orientation angle, and the functions that repeat once and twice per turn need not lose memory at the same rate. How does the ratio of their decay rates depend on the number of sites?

## Decay rates and their ratio

Place N equally spaced orientations on a ring, labelled by j modulo N, with populations p_j(t). Jumps go to each neighbour with rate k:

dp_j/dt = k(p_{j+1} − p_j) + k(p_{j−1} − p_j).

For m = 0, 1, 2, …, write c_m(j) = cos(2πmj/N) and A_m(t) = Σ_j p_j(t) c_m(j). Then

A_m(t) = exp(−Γ_m t) A_m(0), Γ_m = 2k(1 − cos(2πm/N)).

For k ≠ 0 and N ≥ 2,

Γ_2/Γ_1 = 4cos²(π/N).

The ratio is 1 only for N = 3, and it tends to the diffusive value 4 as N grows.

## Testing a propagator and choosing a grid

For this one-axis model with equal jump rates, Γ_m gives a jump-relaxation code a reference value. A master-equation propagator should reproduce the exponential for any starting populations, and a stochastic trajectory code should reproduce it within sampling error. For N ≥ 2 the total rate of leaving a site is 2k, so if a code takes the total rate as input, the k in Γ_m is half that input.

The ring also serves as a grid for rotational diffusion with coefficient D. The grid spacing is 2π/N, which suggests k = D(N/2π)². At finite N, mode m then decays at Dm²(sin x/x)² with x = πm/N (for m ≥ 1), which is slower than the diffusive rate Dm² when D > 0.

Take N = 6 and k = 1. Then Γ_1 = 2(1 − 1/2) = 1 and Γ_2 = 2(1 + 1/2) = 3, and the ratio formula agrees: 4cos²(30°) = 3. The matching diffusion coefficient is D = (2π/6)² ≈ 1.097, with diffusive rates of about 1.097 and 4.386. Six sites therefore make the first mode about 9% too slow and the second about 32% too slow.

## From the addition theorem to the rates

Replacing j by j + Nq, with q an integer, adds 2πmq to the phase, so c_m is well defined on the ring. Let L denote the right-hand side of the master equation as an operator on functions of j. The addition theorems give

c_m(j+1) + c_m(j−1) = 2cos(2πm/N) c_m(j),

and therefore

(L c_m)(j) = k[2cos(2πm/N) − 2] c_m(j) = −Γ_m c_m(j).

For any function f on the ring, shifting the summation index gives

Σ_j p_{j+1} f_j = Σ_j p_j f_{j−1}, Σ_j p_{j−1} f_j = Σ_j p_j f_{j+1}.

Hence Σ_j (Lp)_j f_j = Σ_j p_j (Lf)_j. With f = c_m,

dA_m/dt = Σ_j (Lp)_j c_m(j) = Σ_j p_j (L c_m)(j) = −Γ_m A_m.

So exp(Γ_m t) A_m(t) has zero derivative and keeps its initial value.

For the correlation function, let P_i(t, j) be the probability of site j at time t after a start in site i. Then A_m(0) = c_m(i), and averaging over equally likely starts gives

(1/N) Σ_i c_m(i) Σ_j P_i(t, j) c_m(j) = exp(−Γ_m t) (1/N) Σ_i c_m(i)².

The half-angle formula turns the rate into Γ_m = 4k sin²(πm/N). Since sin(2π/N) = 2 sin(π/N) cos(π/N), and sin(π/N) ≠ 0 for N ≥ 2, the ratio is 4cos²(π/N). It equals 1 when cos(π/N) = ±1/2. For N ≥ 2 the angle lies between 0 and π/2, which leaves cos(π/N) = 1/2 and N = 3. As N grows, cos(π/N) → 1 and the ratio tends to 4.

With k = D(N/2π)² and x = πm/N, for m ≥ 1,

Γ_m = 4D(N/2π)² sin²x = Dm²(sin x/x)² → Dm².

For m = 0 both the rate and its limit are zero.

## The Lean file

```lean
import Mathlib

open Filter Topology

namespace RingJumpRelaxation

noncomputable section

/-- Net gain at site `j` from nearest-neighbour jumps on a ring of `N` orientations,
with rate `k` in each direction. -/
def jumpGenerator {N : ℕ} (k : ℝ) (f : ZMod N → ℝ) (j : ZMod N) : ℝ :=
  k * (f (j + 1) - f j) + k * (f (j - 1) - f j)

/-- The populations `p t j` obey the master equation of the jump model at all times. -/
def SolvesMasterEquation {N : ℕ} (k : ℝ) (p : ℝ → ZMod N → ℝ) : Prop :=
  ∀ t j, HasDerivAt (fun s => p s j) (jumpGenerator k (p t) j) t

/-- The orientation function `cos (2 π m j / N)` on the ring, for `N ≥ 1`. -/
def orientationMode (N m : ℕ) (j : ZMod N) : ℝ :=
  Real.cos (2 * Real.pi * m * (j.val : ℝ) / N)

/-- The expression `2 k (1 - cos (2 π m / N))`, for `N ≥ 1`. -/
def decayRate (k : ℝ) (N m : ℕ) : ℝ :=
  2 * k * (1 - Real.cos (2 * Real.pi * m / N))

/-- The orientation function may be evaluated with any integer label of a site. -/
theorem orientationMode_intCast {N : ℕ} [NeZero N] (m : ℕ) (a : ℤ) :
    orientationMode N m (a : ZMod N) = Real.cos (2 * Real.pi * m * a / N) := by
  have h : (((a : ZMod N).val : ℕ) : ℤ) = a % N := ZMod.val_intCast a
  obtain ⟨q, hq⟩ : ∃ q : ℤ, a = (((a : ZMod N).val : ℕ) : ℤ) + N * q :=
    ⟨a / N, by linarith [Int.emod_def a (N : ℤ)]⟩
  have hR : (a : ℝ) = ((a : ZMod N).val : ℝ) + N * q := by exact_mod_cast hq
  have hN : (N : ℝ) * (N : ℝ)⁻¹ = 1 := mul_inv_cancel₀ (Nat.cast_ne_zero.mpr (NeZero.ne N))
  -- the two labels differ by whole turns
  have e : 2 * Real.pi * m * a / N
      = 2 * Real.pi * m * ((a : ZMod N).val : ℝ) / N + ((m * q : ℤ) : ℝ) * (2 * Real.pi) := by
    push_cast
    linear_combination (2 * Real.pi * m / N) * hR + (2 * Real.pi * m * q) * hN
  rw [e, Real.cos_add_int_mul_two_pi]
  rfl

/-- Each cosine orientation function is an eigenfunction of the jump generator, with
eigenvalue `-2 k (1 - cos (2 π m / N))`. -/
theorem jumpGenerator_mode {N : ℕ} [NeZero N] (k : ℝ) (m : ℕ) (j : ZMod N) :
    jumpGenerator k (orientationMode N m) j = -decayRate k N m * orientationMode N m j := by
  obtain ⟨a, rfl⟩ := ZMod.intCast_surjective j
  have h1 : orientationMode N m ((a : ZMod N) + 1)
      = Real.cos (2 * Real.pi * m * a / N + 2 * Real.pi * m / N) := by
    have h := orientationMode_intCast (N := N) m (a + 1)
    push_cast at h
    rw [h]
    congr 1
    ring
  have h2 : orientationMode N m ((a : ZMod N) - 1)
      = Real.cos (2 * Real.pi * m * a / N - 2 * Real.pi * m / N) := by
    have h := orientationMode_intCast (N := N) m (a - 1)
    push_cast at h
    rw [h]
    congr 1
    ring
  unfold jumpGenerator decayRate
  rw [h1, h2, orientationMode_intCast m a, Real.cos_add, Real.cos_sub]
  ring

/-- The jump generator is symmetric: it can be moved from the populations to the observable. -/
theorem jumpGenerator_symm {N : ℕ} [NeZero N] (k : ℝ) (p f : ZMod N → ℝ) :
    ∑ j, jumpGenerator k p j * f j = ∑ j, p j * jumpGenerator k f j := by
  -- shift the summation index by one site
  have h1 : ∑ j, p (j + 1) * f j = ∑ j, p j * f (j - 1) := by
    have h := Equiv.sum_comp (Equiv.addRight (1 : ZMod N)) (fun j => p j * f (j - 1))
    simpa using h
  have h2 : ∑ j, p (j - 1) * f j = ∑ j, p j * f (j + 1) := by
    have h := Equiv.sum_comp (Equiv.addRight (1 : ZMod N)) (fun j => p (j - 1) * f j)
    simpa using h.symm
  calc ∑ j, jumpGenerator k p j * f j
      = k * ∑ j, p (j + 1) * f j + k * ∑ j, p (j - 1) * f j - 2 * k * ∑ j, p j * f j := by
        simp only [Finset.mul_sum, ← Finset.sum_add_distrib, ← Finset.sum_sub_distrib]
        refine Finset.sum_congr rfl fun j _ => ?_
        simp only [jumpGenerator]
        ring
    _ = k * ∑ j, p j * f (j - 1) + k * ∑ j, p j * f (j + 1) - 2 * k * ∑ j, p j * f j := by
        rw [h1, h2]
    _ = ∑ j, p j * jumpGenerator k f j := by
        simp only [Finset.mul_sum, ← Finset.sum_add_distrib, ← Finset.sum_sub_distrib]
        refine Finset.sum_congr rfl fun j _ => ?_
        simp only [jumpGenerator]
        ring

/-- For every solution of the master equation, the average of `cos (2 π m j / N)` decays
exponentially from its initial value with rate `2 k (1 - cos (2 π m / N))`. -/
theorem mode_average_decay {N : ℕ} [NeZero N] {k : ℝ} {p : ℝ → ZMod N → ℝ}
    (hp : SolvesMasterEquation k p) (m : ℕ) (t : ℝ) :
    ∑ j, p t j * orientationMode N m j
      = Real.exp (-decayRate k N m * t) * ∑ j, p 0 j * orientationMode N m j := by
  -- the average obeys a closed scalar rate equation
  have hM : ∀ s, HasDerivAt (fun u => ∑ j, p u j * orientationMode N m j)
      (-decayRate k N m * ∑ j, p s j * orientationMode N m j) s := by
    intro s
    have h : HasDerivAt (fun u => ∑ j, p u j * orientationMode N m j)
        (∑ j, jumpGenerator k (p s) j * orientationMode N m j) s :=
      HasDerivAt.fun_sum fun j _ => (hp s j).mul_const _
    refine h.congr_deriv ?_
    rw [jumpGenerator_symm, Finset.mul_sum]
    refine Finset.sum_congr rfl fun j _ => ?_
    rw [jumpGenerator_mode]
    ring
  -- with the integrating factor it is constant
  have hE : ∀ s, HasDerivAt (fun u => Real.exp (decayRate k N m * u) *
      ∑ j, p u j * orientationMode N m j) 0 s := by
    intro s
    have he : HasDerivAt (fun u => Real.exp (decayRate k N m * u))
        (Real.exp (decayRate k N m * s) * decayRate k N m) s := by
      simpa using ((hasDerivAt_id s).const_mul (decayRate k N m)).exp
    exact (he.fun_mul (hM s)).congr_deriv (by ring)
  have hc := is_const_of_deriv_eq_zero (fun s => (hE s).differentiableAt)
    (fun s => (hE s).deriv) t 0
  simp only [mul_zero, Real.exp_zero, one_mul] at hc
  rw [← hc, ← mul_assoc, ← Real.exp_add,
    show -decayRate k N m * t + decayRate k N m * t = 0 by ring, Real.exp_zero, one_mul]

/-- A uniform population with a cosine modulation of amplitude `a`, damped at the rate
`2 k (1 - cos (2 π m / N))`, solves the master equation. -/
theorem masterEquation_witness {N : ℕ} [NeZero N] (k a : ℝ) (m : ℕ) :
    SolvesMasterEquation k (fun t (j : ZMod N) =>
      1 / (N : ℝ) + a * Real.exp (-decayRate k N m * t) * orientationMode N m j) := by
  intro t j
  have he : HasDerivAt (fun u => Real.exp (-decayRate k N m * u))
      (Real.exp (-decayRate k N m * t) * -decayRate k N m) t := by
    simpa using ((hasDerivAt_id t).const_mul (-decayRate k N m)).exp
  have h := ((he.const_mul a).mul_const (orientationMode N m j)).const_add (1 / (N : ℝ))
  refine h.congr_deriv ?_
  have e := jumpGenerator_mode k m j
  simp only [jumpGenerator] at e ⊢
  linear_combination (-(a * Real.exp (-decayRate k N m * t))) * e

/-- Let each `P i` solve the master equation with unit population in `i` and none elsewhere at time
zero. With equally likely starts, the correlation function of `cos (2 π m j / N)` is its initial
value times a single exponential with rate `2 k (1 - cos (2 π m / N))`. -/
theorem correlation_decay {N : ℕ} [NeZero N] {k : ℝ} {P : ZMod N → ℝ → ZMod N → ℝ}
    (hP : ∀ i, SolvesMasterEquation k (P i))
    (h0 : ∀ i j, P i 0 j = if j = i then 1 else 0) (m : ℕ) (t : ℝ) :
    ∑ i, 1 / (N : ℝ) * orientationMode N m i * ∑ j, P i t j * orientationMode N m j
      = Real.exp (-decayRate k N m * t) * ((∑ i, orientationMode N m i ^ 2) / N) := by
  have h : ∀ i, ∑ j, P i t j * orientationMode N m j
      = Real.exp (-decayRate k N m * t) * orientationMode N m i := by
    intro i
    rw [mode_average_decay (hP i) m t]
    simp [h0]
  simp only [h]
  rw [Finset.sum_div, Finset.mul_sum]
  refine Finset.sum_congr rfl fun i _ => ?_
  ring

/-- Half-angle form of the decay rate: `4 k sin² (π m / N)`. -/
theorem decayRate_eq_sin_sq (k : ℝ) (N m : ℕ) :
    decayRate k N m = 4 * k * Real.sin (Real.pi * m / N) ^ 2 := by
  unfold decayRate
  rw [show 2 * Real.pi * m / N = 2 * (Real.pi * m / N) by ring, Real.cos_two_mul]
  linear_combination (-4 * k) * Real.sin_sq_add_cos_sq (Real.pi * m / N)

/-- For a nonzero jump rate and at least two sites, the `m = 2` and `m = 1` decay rates have
the ratio `4 cos² (π / N)`. -/
theorem rate_ratio {k : ℝ} (hk : k ≠ 0) {N : ℕ} (hN : 2 ≤ N) :
    decayRate k N 2 / decayRate k N 1 = 4 * Real.cos (Real.pi / N) ^ 2 := by
  have hN' : (2 : ℝ) ≤ N := by exact_mod_cast hN
  have hs : Real.sin (Real.pi / N) ≠ 0 := by
    refine (Real.sin_pos_of_pos_of_lt_pi (by positivity) ?_).ne'
    exact div_lt_self Real.pi_pos (by linarith)
  rw [decayRate_eq_sin_sq, decayRate_eq_sin_sq,
    show Real.pi * ((2 : ℕ) : ℝ) / N = 2 * (Real.pi / N) by push_cast; ring,
    show Real.pi * ((1 : ℕ) : ℝ) / N = Real.pi / N by push_cast; ring,
    Real.sin_two_mul, div_eq_iff (by positivity)]
  ring

/-- For a nonzero jump rate and at least two sites, the `m = 1` and `m = 2` decay rates
coincide exactly for threefold jumps. -/
theorem rate_ratio_eq_one_iff {k : ℝ} (hk : k ≠ 0) {N : ℕ} (hN : 2 ≤ N) :
    decayRate k N 2 / decayRate k N 1 = 1 ↔ N = 3 := by
  rw [rate_ratio hk hN]
  constructor
  · intro h
    have hN' : (2 : ℝ) ≤ N := by exact_mod_cast hN
    have hpi := Real.pi_pos
    have hpos : 0 ≤ Real.pi / N := by positivity
    have hle : Real.pi / N ≤ Real.pi / 2 := by gcongr
    have hc : 0 ≤ Real.cos (Real.pi / N) :=
      Real.cos_nonneg_of_neg_pi_div_two_le_of_le (by linarith) hle
    have hf : (Real.cos (Real.pi / N) - 1 / 2) * (Real.cos (Real.pi / N) + 1 / 2) = 0 := by
      linear_combination h / 4
    have hhalf : Real.cos (Real.pi / N) = Real.cos (Real.pi / 3) := by
      rw [Real.cos_pi_div_three]
      rcases mul_eq_zero.mp hf with h' | h' <;> linarith
    -- the cosine is injective between 0 and π
    have e := Real.injOn_cos ⟨hpos, by linarith⟩ ⟨by linarith, by linarith⟩ hhalf
    rw [div_eq_div_iff (by linarith) (by norm_num)] at e
    have h3 := mul_left_cancel₀ Real.pi_ne_zero e
    exact_mod_cast h3.symm
  · rintro rfl
    rw [Nat.cast_ofNat, Real.cos_pi_div_three]
    norm_num

/-- For a nonzero jump rate, the ratio of the `m = 2` and `m = 1` decay rates tends to `4` as
the number of sites grows. -/
theorem rate_ratio_tendsto {k : ℝ} (hk : k ≠ 0) :
    Tendsto (fun N : ℕ => decayRate k N 2 / decayRate k N 1) atTop (𝓝 4) := by
  have h : Tendsto (fun N : ℕ => 4 * Real.cos (Real.pi / N) ^ 2) atTop
      (𝓝 (4 * Real.cos 0 ^ 2)) :=
    (((Real.continuous_cos.tendsto 0).comp
      (tendsto_const_div_atTop_nhds_zero_nat Real.pi)).pow 2).const_mul 4
  rw [Real.cos_zero, one_pow, mul_one] at h
  refine h.congr' ?_
  filter_upwards [eventually_ge_atTop 2] with N hN
  exact (rate_ratio hk hN).symm

/-- If the jump rate is scaled as `D (N / 2 π)²`, the decay rate of mode `m` tends to the
rotational-diffusion value `D m²` as the number of sites grows. -/
theorem diffusion_limit (D : ℝ) (m : ℕ) :
    Tendsto (fun N : ℕ => decayRate (D * (N / (2 * Real.pi)) ^ 2) N m) atTop
      (𝓝 (D * m ^ 2)) := by
  have h : Tendsto (fun N : ℕ => D * m ^ 2 * Real.sinc (Real.pi * m / N) ^ 2) atTop
      (𝓝 (D * m ^ 2 * Real.sinc 0 ^ 2)) :=
    (((Real.continuous_sinc.tendsto 0).comp
      (tendsto_const_div_atTop_nhds_zero_nat (Real.pi * m))).pow 2).const_mul _
  rw [Real.sinc_zero, one_pow, mul_one] at h
  refine h.congr' ?_
  filter_upwards [eventually_ge_atTop 1] with N hN
  have hN0 : (N : ℝ) ≠ 0 := Nat.cast_ne_zero.mpr (by omega)
  have hpi := Real.pi_ne_zero
  have hs : ∀ x : ℝ, Real.sin x = x * Real.sinc x := by
    intro x
    by_cases hx : x = 0
    · simp [hx]
    · rw [Real.sinc_of_ne_zero hx, mul_div_cancel₀ _ hx]
  have e : (N : ℝ) / (2 * Real.pi) * (Real.pi * m / N) = m / 2 := by field_simp
  rw [decayRate_eq_sin_sq, hs]
  generalize Real.sinc (Real.pi * m / N) = w
  linear_combination
    (-4 * D * w ^ 2 * ((N : ℝ) / (2 * Real.pi) * (Real.pi * m / N) + m / 2)) * e

end

end RingJumpRelaxation
```

```lean
#print axioms RingJumpRelaxation.mode_average_decay
-- 'RingJumpRelaxation.mode_average_decay' depends on axioms: [propext, Classical.choice, Quot.sound]
#print axioms RingJumpRelaxation.correlation_decay
-- 'RingJumpRelaxation.correlation_decay' depends on axioms: [propext, Classical.choice, Quot.sound]
#print axioms RingJumpRelaxation.rate_ratio_tendsto
-- 'RingJumpRelaxation.rate_ratio_tendsto' depends on axioms: [propext, Classical.choice, Quot.sound]
#print axioms RingJumpRelaxation.diffusion_limit
-- 'RingJumpRelaxation.diffusion_limit' depends on axioms: [propext, Classical.choice, Quot.sound]
```

## What the theorems say about the jump model

Sites are elements of `ZMod N`, so `j + 1` wraps round the ring. `jumpGenerator` is L, `orientationMode` is c_m, and `decayRate` is only the expression for Γ_m; `mode_average_decay` proves that it governs the decay. `SolvesMasterEquation` requires the rate equation at every site and every real time. The populations need not be positive or normalised, and k may be any real number, although physical jump rates have k ≥ 0.

The decay theorems hold for N ≥ 1, which is what `NeZero N` encodes. At N = 2 both neighbours are the same site, so the transfer rate to it is 2k.

The lemmas follow the derivation:

- `orientationMode_intCast` removes whole turns, and `jumpGenerator_mode` applies `Real.cos_add` and `Real.cos_sub`.
- `jumpGenerator_symm` shifts the index with `Equiv.sum_comp`.
- In `mode_average_decay`, `hM` is the scalar rate equation and `hE` the integrating-factor step; `is_const_of_deriv_eq_zero` finishes the argument.
- `correlation_decay` inserts the sharp starts `h0` into that result.
- `decayRate_eq_sin_sq` supplies the half-angle form for `rate_ratio` and `diffusion_limit`.
- `rate_ratio_eq_one_iff` identifies the angle through injectivity of the cosine on [0, π].
- `rate_ratio_tendsto` and `diffusion_limit` use continuity of the cosine and of `Real.sinc`, which is sin x/x with value 1 at zero.

`masterEquation_witness` supplies explicit solutions: a uniform population plus a damped cosine. The sharp-start solutions in `correlation_decay` are a hypothesis; the file does not construct them.

The model has one axis, equally spaced sites and equal rates. Unequal site energies, longer jumps and the spin Hamiltonian that turns correlation functions into relaxation times lie beyond it. The diffusion limit concerns each rate at fixed m, not convergence of the whole population, and time-step and rounding errors in a code need their own analysis.
